# The f-sum rule and a static screening inequality bound the structure factor by \(q^2/(2\omega_p)\)

In a uniform electron gas, a long-wavelength density fluctuation piles up charge, and the Coulomb repulsion resists it. The Hartree-Fock state with a filled Fermi sphere contains exchange but not this collective resistance, and its static structure factor falls only linearly as the wavevector \(q\) goes to zero. How much smaller must the structure factor be once the fluctuations obey the f-sum rule and screen a static charge without reversing its sign?

The answer below is for a spectrum with finitely many modes. Mode \(i\) has weight \(w_i\ge 0\) per electron and frequency \(e_i>0\). Units are \(\hbar=m=1\), \(\omega_p\) (`wp`) is the plasma frequency and \(k\) the Fermi wavevector. The finite type `ι` labels the modes at one fixed \(q\), so a continuum of particle-hole excitations is represented only by a discretisation.

```lean
import Mathlib

open Real

namespace ElectronGasStructureFactor

noncomputable section

variable {ι : Type*} [Fintype ι]
```

## Three moments of the fluctuation spectrum

The static structure factor is the total weight,
\[ S=\sum_i w_i . \]

```lean
/-- Static structure factor: the total weight of the density-fluctuation spectrum. -/
def structureFactor (w : ι → ℝ) : ℝ := ∑ i, w i
```

The first moment is \(M_1=\sum_i w_ie_i\). Particle conservation and the quadratic kinetic energy fix it at \(q^2/2\), which is the f-sum rule. The theorems take this value as a hypothesis.

```lean
/-- First frequency moment of the spectrum, the quantity fixed by the f-sum rule. -/
def oscillatorSum (w e : ι → ℝ) : ℝ := ∑ i, w i * e i
```

The inverse moment \(M_{-1}=\sum_i w_i/e_i\) measures the static response: by second-order perturbation theory, slow modes are the easiest to polarise.

```lean
/-- Inverse frequency moment of the spectrum, which measures the static density response;
the frequencies are nonzero. -/
def staticSum (w e : ι → ℝ) : ℝ := ∑ i, w i / e i
```

With the Coulomb interaction, the static inverse dielectric function is
\[ \frac{1}{\varepsilon(q)}=1-\frac{2\omega_p^2}{q^2}\,M_{-1}. \]

```lean
/-- Static inverse dielectric function at wavevector `q ≠ 0` of a gas with plasma
frequency `wp`, for a spectrum with nonzero frequencies. -/
def inverseDielectric (wp q : ℝ) (w e : ι → ℝ) : ℝ :=
  1 - 2 * wp ^ 2 / q ^ 2 * staticSum w e
```

## Hartree-Fock from two displaced Fermi spheres

For the unpolarised gas, the Pauli principle blocks the transfer of momentum \(q\) to an electron whose final state is already occupied. The blocked fraction is the overlap of two Fermi spheres displaced by \(q\). For \(0\le q\le 2k\) the overlap consists of two equal caps, each a stack of discs of area \(\pi(k^2-z^2)\):
\[ V(q)=2\int_{q/2}^{k}\pi(k^2-z^2)\,dz . \]

```lean
/-- Volume common to two Fermi spheres of radius `k` whose centres are a distance `q` apart,
for `0 ≤ q ≤ 2k`: two equal caps, each a stack of discs. -/
def fermiOverlap (k q : ℝ) : ℝ := 2 * ∫ z in (q / 2)..k, π * (k ^ 2 - z ^ 2)
```

The unblocked fraction is the Hartree-Fock structure factor,
\[ S_{HF}(q)=1-\frac{V(q)}{4\pi k^3/3}. \]
The file takes this as its definition and does not derive it from a Slater determinant.

```lean
/-- Hartree-Fock structure factor of the unpolarised gas, for `k > 0` and `0 ≤ q ≤ 2k`: the
fraction of the Fermi sphere that a displacement by `q` carries outside it. -/
def hartreeFock (k q : ℝ) : ℝ := 1 - fermiOverlap k q / (4 / 3 * π * k ^ 3)
```

## Screening as a bound on the inverse moment

For \(q,\omega_p>0\), rearranging \(1/\varepsilon\ge 0\) gives
\[ M_{-1}\le \frac{q^2}{2\omega_p^2}. \]
This screening inequality says that the response may cancel a static test charge modulated at wavevector \(q\) but not overcompensate it. It is an assumption about the gas: at low density, a stable electron gas on a rigid background can have a negative static dielectric function. The proof clears the two positive denominators.

```lean
/-- For positive `q` and `wp`, the static inverse dielectric function is nonnegative exactly
when the inverse frequency moment is at most `q² / (2 wp²)`. -/
theorem inverseDielectric_nonneg_iff {wp q : ℝ} (hwp : 0 < wp) (hq : 0 < q) (w e : ι → ℝ) :
    0 ≤ inverseDielectric wp q w e ↔ staticSum w e ≤ q ^ 2 / (2 * wp ^ 2) := by
  have hq2 : 0 < q ^ 2 := by positivity
  have hw2 : 0 < 2 * wp ^ 2 := by positivity
  rw [inverseDielectric, sub_nonneg, le_div_iff₀ hw2, div_mul_eq_mul_div,
    div_le_one hq2, mul_comm]
```

## The spread about the plasma frequency

Expanding the square in each mode gives
\[ \frac{w_i(e_i-\omega_p)^2}{e_i}=w_ie_i-2\omega_pw_i+\omega_p^2\frac{w_i}{e_i}, \]
and summing over \(i\),
\[ \sum_i\frac{w_i(e_i-\omega_p)^2}{e_i}=M_1-2\omega_pS+\omega_p^2M_{-1}. \]
In Lean the three sums are merged into one, and `field_simp` and `ring` check the identity mode by mode.

```lean
/-- For nonzero mode frequencies, the weighted spread of the spectrum about `wp` is a
combination of its first, zeroth and inverse moments. -/
theorem spread_eq (wp : ℝ) (w e : ι → ℝ) (he : ∀ i, e i ≠ 0) :
    ∑ i, w i * (e i - wp) ^ 2 / e i =
      oscillatorSum w e - 2 * wp * structureFactor w + wp ^ 2 * staticSum w e := by
  unfold oscillatorSum structureFactor staticSum
  rw [Finset.mul_sum, Finset.mul_sum, ← Finset.sum_sub_distrib, ← Finset.sum_add_distrib]
  apply Finset.sum_congr rfl
  intro i _
  have hi := he i
  field_simp
  ring
```

The f-sum rule contributes \(q^2/2\), and the screening inequality at most another \(q^2/2\). The spread is therefore at most \(q^2-2\omega_pS\). In the code, `hf` is the f-sum rule and `hs` the screening inequality.

```lean
/-- For positive frequencies and `wp > 0`, the f-sum rule and the screening inequality bound
the spread of the spectrum about `wp` by `q² - 2 wp S`. -/
theorem spread_le {wp q : ℝ} (hwp : 0 < wp) {w e : ι → ℝ} (he : ∀ i, 0 < e i)
    (hf : oscillatorSum w e = q ^ 2 / 2) (hs : staticSum w e ≤ q ^ 2 / (2 * wp ^ 2)) :
    ∑ i, w i * (e i - wp) ^ 2 / e i ≤ q ^ 2 - 2 * wp * structureFactor w := by
  have hw2 : 0 < 2 * wp ^ 2 := by positivity
  rw [le_div_iff₀ hw2] at hs
  rw [spread_eq wp w e (fun i => (he i).ne'), hf]
  linarith
```

Every term of the spread is nonnegative, so \(0\le q^2-2\omega_pS\), and hence
\[ S\le\frac{q^2}{2\omega_p}. \]
In the proof, `h0` says that the spread is nonnegative and `h1` is the upper bound on it from `spread_le`.

```lean
/-- A spectrum with nonnegative weights and positive frequencies that obeys the f-sum rule and
the screening inequality, with `wp > 0`, has structure factor at most `q² / (2 wp)`. -/
theorem structureFactor_le {wp q : ℝ} (hwp : 0 < wp) {w e : ι → ℝ}
    (hw : ∀ i, 0 ≤ w i) (he : ∀ i, 0 < e i)
    (hf : oscillatorSum w e = q ^ 2 / 2) (hs : staticSum w e ≤ q ^ 2 / (2 * wp ^ 2)) :
    structureFactor w ≤ q ^ 2 / (2 * wp) := by
  have h0 : 0 ≤ ∑ i, w i * (e i - wp) ^ 2 / e i :=
    Finset.sum_nonneg fun i _ => div_nonneg (mul_nonneg (hw i) (sq_nonneg _)) (he i).le
  have h1 := spread_le hwp he hf hs
  have h2 : 0 < 2 * wp := by positivity
  rw [le_div_iff₀ h2]
  linarith
```

## Equality means a pure plasmon

If \(S=q^2/(2\omega_p)\), the spread is at most zero. A vanishing sum of nonnegative terms has only vanishing terms, so \(e_i=\omega_p\) wherever \(w_i\ne 0\). Conversely, if all the weight sits at \(\omega_p\), then \(q^2/2=M_1=\omega_pS\), which is equality. The two bullets after `constructor` are these two directions.

```lean
/-- Under the same conditions (nonnegative weights, positive frequencies, `wp > 0`, f-sum rule,
screening inequality), the bound is attained exactly when every mode that carries weight has
frequency `wp`. -/
theorem structureFactor_eq_iff {wp q : ℝ} (hwp : 0 < wp) {w e : ι → ℝ}
    (hw : ∀ i, 0 ≤ w i) (he : ∀ i, 0 < e i)
    (hf : oscillatorSum w e = q ^ 2 / 2) (hs : staticSum w e ≤ q ^ 2 / (2 * wp ^ 2)) :
    structureFactor w = q ^ 2 / (2 * wp) ↔ ∀ i, w i ≠ 0 → e i = wp := by
  have h2 : 2 * wp ≠ 0 := by positivity
  rw [eq_div_iff h2]
  constructor
  · intro hS i hi
    have hn : ∀ j ∈ Finset.univ, 0 ≤ w j * (e j - wp) ^ 2 / e j :=
      fun j _ => div_nonneg (mul_nonneg (hw j) (sq_nonneg _)) (he j).le
    -- saturation leaves no room for any spread about the plasma frequency
    have hz : ∑ j, w j * (e j - wp) ^ 2 / e j = 0 := by
      apply le_antisymm _ (Finset.sum_nonneg hn)
      have h1 := spread_le hwp he hf hs
      linarith
    have h := (Finset.sum_eq_zero_iff_of_nonneg hn).1 hz i (Finset.mem_univ i)
    rcases div_eq_zero_iff.1 h with h | h
    · rcases mul_eq_zero.1 h with h | h
      · exact absurd h hi
      · have h3 := (pow_eq_zero_iff two_ne_zero).1 h
        linarith
    · exact absurd h (he i).ne'
  · intro h
    have h1 : oscillatorSum w e = wp * structureFactor w := by
      unfold oscillatorSum structureFactor
      rw [Finset.mul_sum]
      apply Finset.sum_congr rfl
      intro i _
      by_cases hi : w i = 0
      · rw [hi, zero_mul, mul_zero]
      · rw [h i hi, mul_comm]
    linarith
```

Such a spectrum exists. One mode at \(\omega_p\) with weight \(q^2/(2\omega_p)\) has
\[ M_1=\frac{q^2}{2},\qquad M_{-1}=\frac{q^2}{2\omega_p^2},\qquad S=\frac{q^2}{2\omega_p}. \]
`Unit` is the index type with a single element.

```lean
/-- A single mode at `wp > 0` with weight `q² / (2 wp)` obeys the f-sum rule, meets the
screening inequality with equality, and attains the bound on the structure factor. -/
theorem single_plasmon_witness {wp : ℝ} (hwp : 0 < wp) (q : ℝ) :
    oscillatorSum (fun _ : Unit => q ^ 2 / (2 * wp)) (fun _ => wp) = q ^ 2 / 2 ∧
    staticSum (fun _ : Unit => q ^ 2 / (2 * wp)) (fun _ => wp) = q ^ 2 / (2 * wp ^ 2) ∧
    structureFactor (fun _ : Unit => q ^ 2 / (2 * wp)) = q ^ 2 / (2 * wp) := by
  refine ⟨?_, ?_, ?_⟩
  · simp only [oscillatorSum, Finset.univ_unique, Finset.sum_singleton]
    field_simp
  · simp only [staticSum, Finset.univ_unique, Finset.sum_singleton]
    field_simp
  · simp only [structureFactor, Finset.univ_unique, Finset.sum_singleton]
```

## The Hartree-Fock cubic

An antiderivative of the disc area is \(\pi(k^2z-z^3/3)\), so
\[ V(q)=2\pi\left(\frac{2k^3}{3}-\frac{k^2q}{2}+\frac{q^3}{24}\right)=\frac{4\pi k^3}{3}-\pi k^2q+\frac{\pi q^3}{12}, \]
and division by the sphere's volume gives
\[ S_{HF}(q)=\frac{3q}{4k}-\frac{q^3}{16k^3}. \]
The code verifies the antiderivative in `hF` and then applies the fundamental theorem of calculus. The algebra holds for every real \(q\), the sphere picture only for \(0\le q\le 2k\).

```lean
/-- For `k > 0` and every real `q`, the formula defining `hartreeFock k q` equals a cubic polynomial
in `q`; it is the Hartree-Fock structure factor when `0 ≤ q ≤ 2k`. -/
theorem hartreeFock_eq {k : ℝ} (hk : 0 < k) (q : ℝ) :
    hartreeFock k q = 3 * q / (4 * k) - q ^ 3 / (16 * k ^ 3) := by
  have hF : ∀ z ∈ Set.uIcc (q / 2) k,
      HasDerivAt (fun x : ℝ => π * (k ^ 2 * x - x ^ 3 / 3)) (π * (k ^ 2 - z ^ 2)) z := by
    intro z _
    have h3 : HasDerivAt (fun x : ℝ => x ^ 3) (3 * z ^ 2) z := by
      simpa using hasDerivAt_pow 3 z
    have h := (((hasDerivAt_id' z).const_mul (k ^ 2)).fun_sub (h3.div_const 3)).const_mul π
    exact h.congr_deriv (by ring)
  have hpi : π ≠ 0 := Real.pi_ne_zero
  unfold hartreeFock fermiOverlap
  rw [intervalIntegral.integral_eq_sub_of_hasDerivAt hF
    (Continuous.intervalIntegrable (by fun_prop) _ _)]
  field_simp
  ring
```

## Strictly below Hartree-Fock

Let \(0<q<2k\) and \(kq\le\omega_p\). The line \(q/(2k)\) separates the two curves. On one side, \(kq\le\omega_p\) gives
\[ \frac{q^2}{2\omega_p}\le\frac{q}{2k}. \]
On the other,
\[ S_{HF}(q)-\frac{q}{2k}=\frac{q}{4k}-\frac{q^3}{16k^3}=\frac{q(4k^2-q^2)}{16k^3}>0 . \]
Hence \(S<S_{HF}(q)\), in particular whenever \(0<q\le\min(k,\omega_p/k)\). In the proof, `h1` is the first inequality, `h2` to `h4` give the second, and `h5` is the bound on \(S\). The theorem treats \(k\) and \(\omega_p\) as independent, although in a real gas the density sets both.

```lean
/-- Main theorem: let a spectrum with nonnegative weights and positive frequencies obey the
f-sum rule and the screening inequality. If `0 < q < 2k` and `k q ≤ wp`, its structure factor
lies strictly below the Hartree-Fock value. -/
theorem structureFactor_lt_hartreeFock {wp q k : ℝ} (hq : 0 < q) (hqk : q < 2 * k)
    (hkq : k * q ≤ wp) {w e : ι → ℝ} (hw : ∀ i, 0 ≤ w i) (he : ∀ i, 0 < e i)
    (hf : oscillatorSum w e = q ^ 2 / 2) (hs : staticSum w e ≤ q ^ 2 / (2 * wp ^ 2)) :
    structureFactor w < hartreeFock k q := by
  have hk : 0 < k := by linarith
  have hwp : 0 < wp := lt_of_lt_of_le (mul_pos hk hq) hkq
  -- at this q the plasmon parabola does not exceed the chord q / (2k)
  have h1 : q ^ 2 / (2 * wp) ≤ q / (2 * k) := by
    rw [div_le_div_iff₀ (by positivity) (by positivity)]
    nlinarith [mul_le_mul_of_nonneg_left hkq hq.le]
  -- the Hartree-Fock curve lies above the same chord
  have h2 : 3 * q / (4 * k) - q ^ 3 / (16 * k ^ 3) - q / (2 * k) =
      q * (4 * k ^ 2 - q ^ 2) / (16 * k ^ 3) := by
    field_simp
    ring
  have h3 : 0 < 4 * k ^ 2 - q ^ 2 := by
    nlinarith [mul_pos (sub_pos.2 hqk) (by linarith : 0 < 2 * k + q)]
  have h4 : 0 < q * (4 * k ^ 2 - q ^ 2) / (16 * k ^ 3) :=
    div_pos (mul_pos hq h3) (by positivity)
  have h5 := structureFactor_le hwp hw he hf hs
  rw [hartreeFock_eq hk]
  linarith
```

For a numerical case, take \(k=q=\omega_p=1\) and two modes of weight \(0.2\) at frequencies \(0.5\) and \(2\). Then \(M_1=0.1+0.4=0.5\) and \(M_{-1}=0.4+0.1=0.5\), as required. The structure factor is \(S=0.4\), below the plasmon bound \(0.5\) and the Hartree-Fock value \(11/16=0.6875\).

Without the screening inequality the conclusion fails. With the same \(k\), \(q\) and \(\omega_p\), a single mode of weight \(1\) at frequency \(0.5\) still has \(M_1=0.5\), but \(M_{-1}=2\) and \(1/\varepsilon=-3\). Its structure factor is \(1\), above both values.

The endpoint \(q=2k\) has to be excluded as well. At \(\omega_p=2k^2\), where \(kq=\omega_p\), the two curves meet:
\[ \frac{(2k)^2}{2\cdot 2k^2}=1=\frac{3}{2}-\frac{1}{2}=S_{HF}(2k), \]
and the single plasmon attains this common value.

```lean
/-- At `q = 2k` and `wp = 2k²`, with `k > 0`, the bound `q² / (2 wp)` equals the Hartree-Fock
structure factor. -/
theorem bound_eq_hartreeFock_at_diameter {k : ℝ} (hk : 0 < k) :
    (2 * k) ^ 2 / (2 * (2 * k ^ 2)) = hartreeFock k (2 * k) := by
  have h1 : 4 * k ≠ 0 := by positivity
  have h2 : 16 * k ^ 3 ≠ 0 := by positivity
  have h3 : 2 * (2 * k ^ 2) ≠ 0 := by positivity
  rw [hartreeFock_eq hk, div_sub_div _ _ h1 h2, div_eq_div_iff h3 (mul_ne_zero h1 h2)]
  ring

end

end ElectronGasStructureFactor
```

At fixed density, a smaller \(S\) at a given \(q\) means a lower Coulomb interaction energy from that wavevector. Under the hypotheses of the main theorem, the gap to \(S_{HF}\) is a correlation effect that exchange alone misses.

```lean
#print axioms ElectronGasStructureFactor.inverseDielectric_nonneg_iff
-- 'ElectronGasStructureFactor.inverseDielectric_nonneg_iff' depends on axioms: [propext, Classical.choice, Quot.sound]
#print axioms ElectronGasStructureFactor.structureFactor_eq_iff
-- 'ElectronGasStructureFactor.structureFactor_eq_iff' depends on axioms: [propext, Classical.choice, Quot.sound]
#print axioms ElectronGasStructureFactor.structureFactor_lt_hartreeFock
-- 'ElectronGasStructureFactor.structureFactor_lt_hartreeFock' depends on axioms: [propext, Classical.choice, Quot.sound]
#print axioms ElectronGasStructureFactor.bound_eq_hartreeFock_at_diameter
-- 'ElectronGasStructureFactor.bound_eq_hartreeFock_at_diameter' depends on axioms: [propext, Classical.choice, Quot.sound]
```
